# The degenerate Hecke relations alone allow equal consecutive contents; a diagonalisable $X$ rules them out

## Question

If two consecutive contents could coincide on a Young basis vector, Young's orthogonal form would break down: the diagonal element of the adjacent transposition is $1/(b-a)$, where $a$ and $b$ are the two contents, and its denominator would vanish.

The contents are the eigenvalues of commuting operators $X$ and $Y$ on a common eigenvector, and with the transposition $s$ these satisfy

$$s^2=1,\qquad XY=YX,\qquad sY=Xs+1 .$$

I have seen $a\neq b$ derived from these relations with Hermitian $X$ and $Y$. Do the relations suffice by themselves, or is Hermiticity really needed? I would like a rigorous answer, checked by machine.

## Answer

The relations do not suffice: for every real $a$ there is a $2\times2$ example in which both eigenvalues equal $a$. Hermiticity of $X$ repairs this, but it is more than is needed. It is enough that $X$ is diagonalisable, and nothing of the kind is required of $Y$.

### Equal contents produce a Jordan chain

Let $v\neq0$ with $Xv=av$ and $Yv=bv$. Applying $sY=Xs+1$ to $v$ gives $b\,sv=X(sv)+v$, so

$$X(sv)=b\,sv-v .$$

If $b=a$, then $(X-a)v=0$ and $(X-a)sv=-v\neq0$, which is a Jordan chain of length two.

**Diagonalisable $X$.** Write $X=PDQ$ with $PQ=QP=1$ and $D$ diagonal with entries $d_i$. Then $QX=DQ$. Put $u=Qv$ and $w=Q(sv)$. For each $i$,

$$a u_i=d_iu_i,\qquad a w_i-u_i=d_iw_i .$$

Multiply the first equation by $w_i$ and the second by $u_i$, and subtract: $u_i^2=0$. Hence $u=0$ and $v=Pu=0$, a contradiction.

**Hermitian $X$.** Here $v^\dagger X=\bar a\,v^\dagger$. Taking inner products of $v$ with $Xv$ and with $X(sv)$ gives

$$a\langle v,v\rangle=\bar a\langle v,v\rangle,\qquad a\langle v,sv\rangle-\langle v,v\rangle=\bar a\langle v,sv\rangle .$$

The same elimination yields $\langle v,v\rangle^2=0$, so again $v=0$.

**The counterexample.** Take

$$s=\begin{pmatrix}0&1\\1&0\end{pmatrix},\quad X=\begin{pmatrix}a&-1\\0&a\end{pmatrix},\quad Y=\begin{pmatrix}a&1\\0&a\end{pmatrix}.$$

Then $s^2=1$, $XY=YX=a^2\,1$, and

$$sY=\begin{pmatrix}0&a\\a&1\end{pmatrix}=\begin{pmatrix}-1&a\\a&0\end{pmatrix}+1=Xs+1 .$$

The vector $(1,0)^T$ has eigenvalue $a$ under both $X$ and $Y$. By the diagonalisable case, $X$ cannot be diagonalisable. The transposition $s$ is symmetric here, so a symmetric $s$ does not by itself exclude equal contents.

### What the theorems say

`equal_contents_counterexample` states that for every real `a` there are real $2\times2$ matrices `s`, `X`, `Y` and a nonzero vector `v` such that the three relations hold, `v` has eigenvalue `a` under both `X` and `Y`, `sᵀ = s`, and `X` is not diagonalisable (`¬ Diagonalisable X`).

`contents_ne_of_diagonalisable` concludes `a ≠ b` for square matrices of any finite size over any field `K`. `Diagonalisable X` means similarity to a diagonal matrix over that same field. `contents_ne_of_hermitian` has the same conclusion for complex matrices with `X.IsHermitian`. In both, `*ᵥ` is the action of a matrix on a vector, and `v` need not be normalised. Neither theorem assumes $s^2=1$ or $XY=YX$; the exchange relation `s * Y = X * s + 1` does the work.

That relation is a hypothesis. It stands for the way an adjacent transposition exchanges two consecutive Jucys–Murphy operators, which are sums of transpositions. The file constructs neither the symmetric group nor its tableaux. When transpositions act unitarily, as on the spin functions of finitely many electrons, these sums are Hermitian, and the theorem then shows that the denominator $b-a$ in Young's orthogonal form is nonzero. The matrices `jordanX` and `jordanY` are therefore not Jucys–Murphy operators of such a representation; they show what the algebraic relations permit without that structure.

### The Lean file

```lean
import Mathlib

open Matrix
open scoped ComplexOrder

namespace DegenerateHeckeContents

noncomputable section

variable {n K : Type*} [Fintype n] [DecidableEq n] [Field K]

/-- A matrix is diagonalisable if it is similar to a diagonal matrix. -/
def Diagonalisable (X : Matrix n n K) : Prop :=
  ∃ (P Q : Matrix n n K) (d : n → K), P * Q = 1 ∧ Q * P = 1 ∧ X = P * diagonal d * Q

/-- The exchange relation fixes the action of `X` on the transposed vector `s v`,
when `v` is an eigenvector of `Y`. -/
theorem exchange_on_eigenvector {s X Y : Matrix n n K} {v : n → K} {b : K}
    (h : s * Y = X * s + 1) (hY : Y *ᵥ v = b • v) :
    X *ᵥ (s *ᵥ v) = b • (s *ᵥ v) - v := by
  have h1 := congrArg (fun M => M *ᵥ v) h
  simp only [Matrix.add_mulVec, ← Matrix.mulVec_mulVec, Matrix.one_mulVec, hY,
    Matrix.mulVec_smul] at h1
  exact eq_sub_of_add_eq h1.symm

/-- If `X` is diagonalisable and `s * Y = X * s + 1`, the eigenvalues of `X` and `Y` on a common
eigenvector are distinct. -/
theorem contents_ne_of_diagonalisable {s X Y : Matrix n n K} {v : n → K} {a b : K}
    (hd : Diagonalisable X) (h : s * Y = X * s + 1) (hv : v ≠ 0)
    (hX : X *ᵥ v = a • v) (hY : Y *ᵥ v = b • v) : a ≠ b := by
  intro hab
  rw [← hab] at hY
  obtain ⟨P, Q, d, hPQ, hQP, hXd⟩ := hd
  have hQX : Q * X = diagonal d * Q := by
    rw [hXd, ← mul_assoc, ← mul_assoc, hQP, one_mul]
  -- in the coordinates given by `Q`, the matrix `X` multiplies by `d i`
  have key : ∀ (w : n → K) (i : n), (Q *ᵥ (X *ᵥ w)) i = d i * (Q *ᵥ w) i := by
    intro w i
    rw [Matrix.mulVec_mulVec, hQX, ← Matrix.mulVec_mulVec, Matrix.mulVec_diagonal]
  have hu : Q *ᵥ v = 0 := by
    funext i
    have h1 := key v i
    have h2 := key (s *ᵥ v) i
    rw [hX, Matrix.mulVec_smul] at h1
    rw [exchange_on_eigenvector h hY, Matrix.mulVec_sub, Matrix.mulVec_smul] at h2
    simp only [Pi.smul_apply, Pi.sub_apply, smul_eq_mul] at h1 h2
    -- every coordinate of `Q *ᵥ v` squares to zero
    have h3 : (Q *ᵥ v) i * (Q *ᵥ v) i = 0 := by
      linear_combination (Q *ᵥ (s *ᵥ v)) i * h1 - (Q *ᵥ v) i * h2
    exact mul_self_eq_zero.mp h3
  apply hv
  calc v = (P * Q) *ᵥ v := by rw [hPQ, Matrix.one_mulVec]
    _ = 0 := by rw [← Matrix.mulVec_mulVec, hu, Matrix.mulVec_zero]

/-- If `X` is Hermitian and `s * Y = X * s + 1`, the eigenvalues of `X` and `Y` on a common
eigenvector are distinct. -/
theorem contents_ne_of_hermitian {s X Y : Matrix n n ℂ} {v : n → ℂ} {a b : ℂ}
    (hH : X.IsHermitian) (h : s * Y = X * s + 1) (hv : v ≠ 0)
    (hX : X *ᵥ v = a • v) (hY : Y *ᵥ v = b • v) : a ≠ b := by
  intro hab
  rw [← hab] at hY
  have hleft : star v ᵥ* X = star a • star v := by
    have h0 := Matrix.star_mulVec X v
    rw [hH.eq, hX, star_smul] at h0
    exact h0.symm
  -- move `X` to the left factor of the inner product
  have adj : ∀ w : n → ℂ, star v ⬝ᵥ (X *ᵥ w) = star a * (star v ⬝ᵥ w) := by
    intro w
    rw [Matrix.dotProduct_mulVec, hleft, smul_dotProduct, smul_eq_mul]
  have h1 := adj v
  have h2 := adj (s *ᵥ v)
  rw [hX, dotProduct_smul, smul_eq_mul] at h1
  rw [exchange_on_eigenvector h hY, dotProduct_sub, dotProduct_smul, smul_eq_mul] at h2
  -- the squared norm of `v` itself squares to zero
  have h3 : (star v ⬝ᵥ v) * (star v ⬝ᵥ v) = 0 := by
    linear_combination (star v ⬝ᵥ (s *ᵥ v)) * h1 - (star v ⬝ᵥ v) * h2
  have h4 := mul_self_eq_zero.mp h3
  exact hv (dotProduct_star_self_eq_zero.mp h4)

/-- The transposition that swaps two basis vectors. -/
def swapS : Matrix (Fin 2) (Fin 2) ℝ := !![0, 1; 1, 0]

/-- The upper triangular matrix with `a` on the diagonal and `-1` above it. -/
def jordanX (a : ℝ) : Matrix (Fin 2) (Fin 2) ℝ := !![a, -1; 0, a]

/-- The upper triangular matrix with `a` on the diagonal and `1` above it. -/
def jordanY (a : ℝ) : Matrix (Fin 2) (Fin 2) ℝ := !![a, 1; 0, a]

/-- The swap and the two triangular matrices satisfy the degenerate Hecke relations. -/
theorem jordan_hecke_relations (a : ℝ) :
    swapS * swapS = 1 ∧ jordanX a * jordanY a = jordanY a * jordanX a ∧
      swapS * jordanY a = jordanX a * swapS + 1 := by
  refine ⟨?_, ?_, ?_⟩ <;> ext i j <;> fin_cases i <;> fin_cases j <;>
    simp [swapS, jordanX, jordanY, Matrix.mul_apply, Fin.sum_univ_succ]

/-- For every real `a` the degenerate Hecke relations hold for a triple with symmetric `s`
in which `X` and `Y` share an eigenvector with the same eigenvalue `a`, and `X` is not
diagonalisable. -/
theorem equal_contents_counterexample (a : ℝ) :
    ∃ (s X Y : Matrix (Fin 2) (Fin 2) ℝ) (v : Fin 2 → ℝ),
      s * s = 1 ∧ sᵀ = s ∧ X * Y = Y * X ∧ s * Y = X * s + 1 ∧
      v ≠ 0 ∧ X *ᵥ v = a • v ∧ Y *ᵥ v = a • v ∧ ¬ Diagonalisable X := by
  obtain ⟨hs, hc, he⟩ := jordan_hecke_relations a
  have hv : (![1, 0] : Fin 2 → ℝ) ≠ 0 := by
    intro h
    have h0 := congrFun h 0
    simp at h0
  have hX : jordanX a *ᵥ ![1, 0] = a • ![1, 0] := by
    ext i
    fin_cases i <;> simp [jordanX, Matrix.mulVec, dotProduct, Fin.sum_univ_succ]
  have hY : jordanY a *ᵥ ![1, 0] = a • ![1, 0] := by
    ext i
    fin_cases i <;> simp [jordanY, Matrix.mulVec, dotProduct, Fin.sum_univ_succ]
  have hT : swapSᵀ = swapS := by
    ext i j
    fin_cases i <;> fin_cases j <;> simp [swapS]
  -- a diagonalisable `X` would force the two eigenvalues apart
  exact ⟨swapS, jordanX a, jordanY a, ![1, 0], hs, hT, hc, he, hv, hX, hY,
    fun hd => contents_ne_of_diagonalisable hd he hv hX hY rfl⟩

/-- The symmetric matrix with diagonal entries `1 / 2` and `-(1 / 2)` and off-diagonal entries `√3 /
2`. -/
def orthogonalS : Matrix (Fin 2) (Fin 2) ℂ :=
  !![1 / 2, ((√3 : ℝ) : ℂ) / 2; ((√3 : ℝ) : ℂ) / 2, -(1 / 2)]

/-- The matrix `orthogonalS` squares to one and satisfies the exchange relation with `X = diag(-1,
1)`, which is Hermitian, and `Y = diag(1, -1)`. The first basis vector has eigenvalue `-1` under `X`
and `1` under `Y`. -/
theorem contents_ne_of_hermitian_witness :
    orthogonalS * orthogonalS = 1 ∧
      (!![-1, 0; 0, 1] : Matrix (Fin 2) (Fin 2) ℂ).IsHermitian ∧
      orthogonalS * !![1, 0; 0, -1] = !![-1, 0; 0, 1] * orthogonalS + 1 ∧
      (!![-1, 0; 0, 1] : Matrix (Fin 2) (Fin 2) ℂ) *ᵥ ![1, 0] = (-1 : ℂ) • ![1, 0] ∧
      (!![1, 0; 0, -1] : Matrix (Fin 2) (Fin 2) ℂ) *ᵥ ![1, 0] = (1 : ℂ) • ![1, 0] := by
  have h : ((√3 : ℝ) : ℂ) * ((√3 : ℝ) : ℂ) = 3 := by
    rw [← Complex.ofReal_mul, Real.mul_self_sqrt (by norm_num)]
    norm_num
  unfold orthogonalS
  generalize ((√3 : ℝ) : ℂ) = r at h ⊢
  refine ⟨?_, ?_, ?_, ?_, ?_⟩
  · have e1 : (1 / 2 : ℂ) * (1 / 2) + r / 2 * (r / 2) = 1 := by linear_combination h / 4
    have e2 : (1 / 2 : ℂ) * (r / 2) + r / 2 * (-(1 / 2)) = 0 := by ring
    have e3 : r / 2 * (1 / 2) + -(1 / 2) * (r / 2) = 0 := by ring
    have e4 : r / 2 * (r / 2) + -(1 / 2) * (-(1 / 2)) = 1 := by linear_combination h / 4
    rw [Matrix.mul_fin_two, e1, e2, e3, e4, Matrix.one_fin_two]
  · ext i j
    fin_cases i <;> fin_cases j <;> simp [Matrix.conjTranspose_apply]
  · ext i j
    fin_cases i <;> fin_cases j <;>
      simp [Matrix.mul_apply, Fin.sum_univ_succ] <;> norm_num
  · ext i
    fin_cases i <;> simp [Matrix.mulVec, dotProduct, Fin.sum_univ_succ]
  · ext i
    fin_cases i <;> simp [Matrix.mulVec, dotProduct, Fin.sum_univ_succ]

end

end DegenerateHeckeContents
```

```lean
#print axioms DegenerateHeckeContents.contents_ne_of_hermitian
#print axioms DegenerateHeckeContents.equal_contents_counterexample
```

```
'DegenerateHeckeContents.contents_ne_of_hermitian' depends on axioms: [propext, Classical.choice, Quot.sound]
'DegenerateHeckeContents.equal_contents_counterexample' depends on axioms: [propext, Classical.choice, Quot.sound]
```

### How the proofs follow the algebra

`exchange_on_eigenvector` applies both sides of the exchange relation to `v` and rearranges the result into $X(sv)=b\,sv-v$. Both positive theorems use it.

In `contents_ne_of_diagonalisable`, the assumption `a = b` is first substituted into the eigenvalue equation for `Y`. The step `key` says that in the coordinates given by `Q`, the matrix `X` multiplies component `i` by `d i`. Applied to `v` and to `s *ᵥ v`, it gives the two component equations above, `h1` and `h2`. The `linear_combination` call is the elimination that leaves $u_i^2=0$. The final `calc` recovers $v=PQv=0$.

`contents_ne_of_hermitian` has the same shape. `hleft` is $v^\dagger X=\bar a\,v^\dagger$, and `adj` uses it to move `X` to the left factor of an inner product. The elimination gives $\langle v,v\rangle^2=0$, and a vector of zero norm is zero. The proof never needs to show separately that $a$ is real.

`jordan_hecke_relations` checks the three relations entry by entry. `equal_contents_counterexample` adds the eigenvector equations and the symmetry of `s`. For non-diagonalisability it feeds a supposed diagonalisation into `contents_ne_of_diagonalisable`, which would give `a ≠ a`.

Finally, `contents_ne_of_hermitian_witness` checks $s^2=1$, the Hermiticity of $X$, the exchange relation and the eigenvalue equations for a concrete instance of the Hermitian theorem, with the first basis vector, which is nonzero, as `v`:

$$s=\begin{pmatrix}\tfrac12&\tfrac{\sqrt3}2\\\tfrac{\sqrt3}2&-\tfrac12\end{pmatrix},\quad X=\mathrm{diag}(-1,1),\quad Y=\mathrm{diag}(1,-1).$$

The first basis vector has contents $-1$ and $1$, and the upper left entry of $s$ is indeed $1/(1-(-1))=\tfrac12$. The proof replaces $\sqrt3$ by a symbol `r` with $r^2=3$ and then compares matrix entries.
